# The third derivative of a stationary energy needs only the first-order response of its parameters

Let an energy function $f(x,t)$ depend on variational parameters $x$ and a perturbation strength $t$, and let $x(t)$ be a path on which $f$ is stationary in $x$ at every $t$. If $f$ is three times continuously differentiable and the path is twice differentiable, the third derivative of $V(t)=f(x(t),t)$ is fixed by the derivatives of $f$ and the first-order response $x'(t)$. The second-order response $x''(t)$ does not enter.

This is the case $n=1$ of Wigner's $2n+1$ rule, in which responses up to order $n$ fix the energy derivatives up to order $2n+1$; higher $n$ is not treated. For a variational electronic-structure model with a smooth energy and unconstrained real parameters, let $t$ be the strength of a static electric field along a fixed direction, and assume a stationary path as above. Then $V'''(0)$ is, up to the sign and normalisation convention, the component of the static first hyperpolarisability along that direction, and it can be computed from the first-order response to the field.

## The energy function and its stationary path

The parameters live in a real normed space $E$, of finite or infinite dimension. Complex coefficients enter through their real and imaginary parts. Constraints such as orthonormality must be built into the parametrisation, or imposed by multipliers that are counted among the parameters.

```lean
import Mathlib

namespace WignerThirdDerivative

noncomputable section

variable {E : Type*} [NormedAddCommGroup E] [NormedSpace ℝ E]
```

A joint displacement $(v,\tau)$ changes the parameters by $v\in E$ and the perturbation strength by $\tau\in\mathbb R$. Write $Df(a)$ for the first derivative of $f$ along a displacement $a$, which is `fderiv ℝ f p a` at the point $p$. The second derivative $D^2f(a,b)$ is `D2 f p a b`: the derivative along $a$ of the derivative along $b$.

```lean
/-- The second derivative of the energy function, as a bilinear form in joint displacements
of the variational parameters and the perturbation strength. -/
def D2 (f : E × ℝ → ℝ) (p : E × ℝ) : E × ℝ →L[ℝ] E × ℝ →L[ℝ] ℝ :=
  fderiv ℝ (fderiv ℝ f) p
```

The third derivative $D^3f(a,b,d)$ is `D3 f p a b d`, again with the last differentiation in the first slot.

```lean
/-- The third derivative of the energy function, as a trilinear form in joint displacements. -/
def D3 (f : E × ℝ → ℝ) (p : E × ℝ) : E × ℝ →L[ℝ] E × ℝ →L[ℝ] E × ℝ →L[ℝ] ℝ :=
  fderiv ℝ (D2 f) p
```

The energy along the path is $V$.

```lean
/-- The energy `V(t) = f(x(t), t)` along a path of variational parameters. -/
def energy (f : E × ℝ → ℝ) (x : ℝ → E) (t : ℝ) : ℝ := f (x t, t)
```

Stationarity says that $Df(v,0)=0$ at $(x(t),t)$ for every $t$ and every $v\in E$. The stationary point need not be a minimum. That such a path exists and is differentiable is assumed; physically, the optimised state follows the perturbation smoothly, without jumping to another solution.

```lean
/-- At every perturbation strength the energy function is stationary with respect to
all variations of the parameters. -/
def Stationary (f : E × ℝ → ℝ) (x : ℝ → E) : Prop :=
  ∀ (t : ℝ) (v : E), fderiv ℝ f (x t, t) (v, 0) = 0
```

Below, derivatives of $f$ are taken at $(x(t),t)$ unless another point is given. In Lean, `HasDerivAt g g' t` says that $g$ is differentiable at $t$ with derivative $g'$.

## (a) Differentiating along the path

**Task.** For a differentiable quantity $g(x,t)$ with values in any normed space, show that
$$\frac{d}{dt}\,g(x(t),t)=Dg(x'(t),1).$$

**Solution.** The point $\gamma(s)=(x(s),s)$ moves with velocity $\gamma'(t)=(x'(t),1)$. Differentiability of $g$ gives
$$g(\gamma(t+h))-g(\gamma(t))=Dg\big(\gamma(t+h)-\gamma(t)\big)+o(h).$$
Dividing by $h$ and letting $h\to0$ gives the claim. In the code, `hp` is the velocity and `comp_hasDerivAt` is the chain rule. The general target space `F` allows $g$ to be $Df$ or $D^2f$ later.

```lean
/-- Chain rule: the total derivative of a quantity along the path is its derivative in the
direction `(x', 1)`. -/
theorem hasDerivAt_along {F : Type*} [NormedAddCommGroup F] [NormedSpace ℝ F]
    {g : E × ℝ → F} {x : ℝ → E} {x' : E} {t : ℝ}
    (hg : DifferentiableAt ℝ g (x t, t)) (hx : HasDerivAt x x' t) :
    HasDerivAt (fun s => g (x s, s)) (fderiv ℝ g (x t, t) (x', 1)) t := by
  have hp : HasDerivAt (fun s => (x s, s)) (x', (1 : ℝ)) t := hx.prodMk (hasDerivAt_id' t)
  have key : ∀ γ : ℝ → E × ℝ, HasDerivAt γ (x', (1 : ℝ)) t →
      HasFDerivAt g (fderiv ℝ g (x t, t)) (γ t) →
      HasDerivAt (fun s => g (γ s)) (fderiv ℝ g (x t, t) (x', 1)) t :=
    fun γ h1 h2 => h2.comp_hasDerivAt t h1
  exact key (fun s => (x s, s)) hp hg.hasFDerivAt
```

## (b) The Hellmann-Feynman theorem

**Task.** Show that only the explicit dependence on the perturbation contributes to the first derivative:
$$V'(t)=Df(0,1)=f_t.$$

**Solution.** By (a) and linearity,
$$V'=Df(x',1)=Df(x',0)+Df(0,1).$$
The first term vanishes by stationarity with $v=x'$. This is the variational form of the theorem: $f_t$ contains all explicit dependence of $f$ on $t$, including that of a basis set that changes with $t$. The Lean proof makes the same decomposition in `split` and removes the term with `h0`.

```lean
/-- Hellmann-Feynman theorem: the first derivative of the stationary energy is the partial
derivative of the energy function with respect to the perturbation strength. -/
theorem hellmann_feynman {f : E × ℝ → ℝ} {x : ℝ → E} {x' : E} {t : ℝ}
    (hf : Differentiable ℝ f) (hs : Stationary f x) (hx : HasDerivAt x x' t) :
    HasDerivAt (energy f x) (fderiv ℝ f (x t, t) (0, 1)) t := by
  have h : HasDerivAt (energy f x) (fderiv ℝ f (x t, t) (x', 1)) t :=
    hasDerivAt_along (hf _) hx
  have split : ((x', 1) : E × ℝ) = (x', 0) + (0, 1) := by simp
  have h0 : fderiv ℝ f (x t, t) (x', 0) = 0 := hs t x'
  rwa [split, map_add, h0, zero_add] at h
```

## (c) The response equation

**Task.** Show that for every parameter variation $v$
$$D^2f\big((x',1),(v,0)\big)=0.$$

**Solution.** Fix $v$. The function $s\mapsto Df(v,0)$, evaluated at $(x(s),s)$, is zero for all $s$, so its derivative is zero. By (a) with $g=Df$, that derivative is also $D^2f((x',1),(v,0))$. For one parameter this reads $f_{xx}x'+f_{xt}=0$, the linear equation for the first-order response. Lean computes the derivative in both ways, as `h` and `h0`, and equates them by uniqueness.

```lean
/-- Response equation: the second derivative of the energy function vanishes between the
path direction `(x', 1)` and every variation of the parameters. -/
theorem response_equation {f : E × ℝ → ℝ} {x : ℝ → E} {x' : E} {t : ℝ}
    (hf : ContDiff ℝ 2 f) (hs : Stationary f x) (hx : HasDerivAt x x' t) (v : E) :
    D2 f (x t, t) (x', 1) (v, 0) = 0 := by
  have hd : Differentiable ℝ (fderiv ℝ f) :=
    (hf.fderiv_right (m := 1) (by norm_num)).differentiable (by norm_num)
  have h := (hasDerivAt_along (hd (x t, t)) hx).clm_apply
    (hasDerivAt_const t ((v, 0) : E × ℝ))
  -- the derivative of `f` along `(v, 0)` is zero all along the path, so its rate of change is zero
  have h0 : HasDerivAt (fun s => fderiv ℝ f (x s, s) (v, 0)) 0 t := by
    have e : (fun s => fderiv ℝ f (x s, s) (v, 0)) = fun _ => (0 : ℝ) :=
      funext fun s => hs s v
    rw [e]
    exact hasDerivAt_const t 0
  simpa only [D2, map_zero, add_zero] using h.unique h0
```

## (d) The second derivative of the energy

**Task.** Show that
$$V''(t)=D^2f\big((x',1),(x',1)\big).$$

**Solution.** Part (b) holds at every $t$, so it can be differentiated:
$$V''=D^2f\big((x',1),(0,1)\big).$$
By (c) with $v=x'$, we may add $D^2f((x',1),(x',0))=0$, which completes the second slot to $(x',1)$. This form prepares the next differentiation: the shorter one would leave an explicit term in $x''$.

In Lean, `e` identifies `deriv (energy f x)` with the formula from (b) at every perturbation strength, and `split` performs the completion.

```lean
/-- The second derivative of the stationary energy is the second derivative of the energy
function taken twice in the direction `(x', 1)`. -/
theorem second_derivative {f : E × ℝ → ℝ} {x x' : ℝ → E}
    (hf : ContDiff ℝ 2 f) (hs : Stationary f x) (hx : ∀ t, HasDerivAt x (x' t) t) (t : ℝ) :
    HasDerivAt (deriv (energy f x)) (D2 f (x t, t) (x' t, 1) (x' t, 1)) t := by
  have hd : Differentiable ℝ (fderiv ℝ f) :=
    (hf.fderiv_right (m := 1) (by norm_num)).differentiable (by norm_num)
  have e : deriv (energy f x) = fun s => fderiv ℝ f (x s, s) (0, 1) :=
    funext fun s => (hellmann_feynman (hf.differentiable (by norm_num)) hs (hx s)).deriv
  have h := (hasDerivAt_along (hd (x t, t)) (hx t)).clm_apply
    (hasDerivAt_const t ((0, 1) : E × ℝ))
  rw [e]
  refine h.congr_deriv ?_
  have split : D2 f (x t, t) (x' t, 1) (x' t, 1)
      = D2 f (x t, t) (x' t, 1) (x' t, 0) + D2 f (x t, t) (x' t, 1) (0, 1) := by
    rw [← map_add]
    simp
  rw [split, response_equation hf hs (hx t) (x' t)]
  simp only [D2, map_zero, add_zero, zero_add]
```

## (e) Exchanging two displacements

**Task.** Show that at any point $p$
$$D^2f(a,b)=D^2f(b,a).$$

**Solution.** Consider the second difference
$$\Delta=f(p+ha+hb)-f(p+ha)-f(p+hb)+f(p).$$
Applying the mean value theorem first along $a$, then along $b$, gives $\Delta=h^2D^2f(b,a)$ at a point that tends to $p$ as $h\to0$. In the other order it gives $h^2D^2f(a,b)$ at another such point. Divide by $h^2$ and use continuity of $D^2f$. The code takes this symmetry from Mathlib.

```lean
/-- The second derivative of the energy function is symmetric in its two displacements. -/
theorem D2_symm {f : E × ℝ → ℝ} (hf : ContDiff ℝ 2 f) (p a b : E × ℝ) :
    D2 f p a b = D2 f p b a :=
  (hf.contDiffAt.isSymmSndFDerivAt (by simp)).eq a b
```

## (f) A moving bilinear form on a moving vector

**Task.** For a differentiable bilinear form $B(t)$ and vector $u(t)$, show that
$$\frac{d}{dt}B(u,u)=B'(u,u)+B(u',u)+B(u,u').$$

**Solution.** Let $B_+$ and $u_+$ be the values at $t+h$. Then
$$B_+(u_+,u_+)-B(u,u)=(B_+-B)(u_+,u_+)+B(u_+-u,u_+)+B(u,u_+-u).$$
Divide by $h$ and let $h\to0$. Symmetry of $B$ is not needed. Lean applies the product rule `clm_apply` once for each slot.

```lean
/-- Product rule for a moving bilinear form with the same moving vector in both slots. -/
theorem hasDerivAt_quadratic {G : Type*} [NormedAddCommGroup G] [NormedSpace ℝ G]
    {B : ℝ → G →L[ℝ] G →L[ℝ] ℝ} {B' : G →L[ℝ] G →L[ℝ] ℝ} {u : ℝ → G} {u' : G} {t : ℝ}
    (hB : HasDerivAt B B' t) (hu : HasDerivAt u u' t) :
    HasDerivAt (fun s => B s (u s) (u s))
      (B' (u t) (u t) + B t u' (u t) + B t (u t) u') t := by
  have h1 := hB.clm_apply hu
  have h2 := h1.clm_apply hu
  exact h2.congr_deriv (by simp)
```

## (g) The second-order response drops out

**Task.** Show that
$$V'''(t)=D^3f\big((x',1),(x',1),(x',1)\big).$$

**Solution.** Use (f) on the result of (d), with $B=D^2f$ along the path and $u=(x',1)$. By (a), $B'=D^3f((x',1),\cdot,\cdot)$, and $u'=(x'',0)$. Hence
$$V'''=D^3f\big((x',1),(x',1),(x',1)\big)+D^2f\big((x'',0),(x',1)\big)+D^2f\big((x',1),(x'',0)\big).$$
The last term vanishes by (c) with $v=x''$, and the middle one equals it by (e).

The hypotheses ask for $x'$ at every perturbation strength but for $x''$ only at the value $t$ considered. In the proof, `hB` and `hu` supply $B'$ and $u'$, while `r` and `r'` are the two vanishing terms.

```lean
set_option maxHeartbeats 400000 in
/-- Third-order energy rule: the third derivative of the stationary energy is the third
derivative of the energy function taken three times in the direction `(x', 1)`. -/
theorem third_derivative {f : E × ℝ → ℝ} {x x' : ℝ → E} {x'' : E} {t : ℝ}
    (hf : ContDiff ℝ 3 f) (hs : Stationary f x) (hx : ∀ s, HasDerivAt x (x' s) s)
    (hx' : HasDerivAt x' x'' t) :
    HasDerivAt (deriv (deriv (energy f x)))
      (D3 f (x t, t) (x' t, 1) (x' t, 1) (x' t, 1)) t := by
  have hf2 : ContDiff ℝ 2 f := hf.of_le (by
    rw [← two_add_one_eq_three]
    exact le_self_add)
  have hg : ContDiff ℝ 2 (fderiv ℝ f) := hf.fderiv_right (by norm_num)
  have hd : Differentiable ℝ (D2 f) :=
    (hg.fderiv_right (m := 1) (by norm_num)).differentiable (by norm_num)
  have e : deriv (deriv (energy f x)) = fun s => D2 f (x s, s) (x' s, 1) (x' s, 1) :=
    funext fun s => (second_derivative hf2 hs hx s).deriv
  have hu : HasDerivAt (fun s => (x' s, (1 : ℝ))) (x'', (0 : ℝ)) t :=
    hx'.prodMk (hasDerivAt_const t 1)
  have hB : HasDerivAt (fun s => D2 f (x s, s)) (D3 f (x t, t) (x' t, 1)) t :=
    hasDerivAt_along (g := D2 f) (hd (x t, t)) (hx t)
  have h : HasDerivAt (fun s => D2 f (x s, s) (x' s, 1) (x' s, 1))
      (D3 f (x t, t) (x' t, 1) (x' t, 1) (x' t, 1)
        + D2 f (x t, t) (x'', 0) (x' t, 1) + D2 f (x t, t) (x' t, 1) (x'', 0)) t :=
    hasDerivAt_quadratic hB hu
  -- both terms with the second-order response vanish by the response equation
  have r : D2 f (x t, t) (x' t, 1) (x'', 0) = 0 := response_equation hf2 hs (hx t) x''
  have r' : D2 f (x t, t) (x'', 0) (x' t, 1) = 0 :=
    (D2_symm hf2 (x t, t) (x'', 0) (x' t, 1)).trans r
  rw [r, r', add_zero, add_zero] at h
  rw [e]
  exact h
```

## (h) Expanding the cubic form

**Task.** For displacements $u,w$ and a real number $c$, show that at any point
$$D^3f(cu+w,cu+w,cu+w)=D^3f(w,w,w)+3c\,D^3f(u,w,w)+3c^2D^3f(u,u,w)+c^3D^3f(u,u,u).$$

**Solution.** Linearity in each slot gives eight terms: one without $u$, three with one $u$, three with two and one with three. The terms within each group of three are equal if $D^3f$ is symmetric. Its first two slots can be exchanged by applying (e) to the real-valued function $Df(d)$, with the displacement $d$ in the last slot held fixed. Its last two can be exchanged because differentiating $D^2f(b,d)=D^2f(d,b)$ along $a$ gives $D^3f(a,b,d)=D^3f(a,d,b)$.

These exchanges are `s12` and `s23`. After three rewrites with them, `ring` collects the terms.

```lean
/-- The third derivative of the energy function along a combined displacement `c u + w`
expands binomially in its mixed third derivatives. -/
theorem D3_expand {f : E × ℝ → ℝ} (hf : ContDiff ℝ 3 f) (p u w : E × ℝ) (c : ℝ) :
    D3 f p (c • u + w) (c • u + w) (c • u + w)
      = D3 f p w w w + 3 * D3 f p u w w * c + 3 * D3 f p u u w * c ^ 2
        + D3 f p u u u * c ^ 3 := by
  have hf2 : ContDiff ℝ 2 f := hf.of_le (by
    rw [← two_add_one_eq_three]
    exact le_self_add)
  have hg : ContDiff ℝ 2 (fderiv ℝ f) := hf.fderiv_right (by norm_num)
  have hd : Differentiable ℝ (D2 f) :=
    (hg.fderiv_right (m := 1) (by norm_num)).differentiable (by norm_num)
  -- exchange of the first two displacements
  have s12 : ∀ a b, D3 f p a b = D3 f p b a := fun a b =>
    (hg.contDiffAt.isSymmSndFDerivAt (by simp)).eq a b
  -- exchange of the last two, by differentiating the symmetry of the second derivative
  have s23 : ∀ a b d, D3 f p a b d = D3 f p a d b := by
    intro a b d
    have key : ∀ b d : E × ℝ, HasFDerivAt (fun q => D2 f q b d)
        (((D3 f p).flip b).flip d) p := by
      intro b d
      have h := ((hd p).hasFDerivAt.clm_apply (hasFDerivAt_const b p)).clm_apply
        (hasFDerivAt_const d p)
      refine h.congr_fderiv ?_
      ext <;> simp [D3]
    have e : (fun q => D2 f q b d) = fun q => D2 f q d b :=
      funext fun q => (hf2.contDiffAt.isSymmSndFDerivAt (by simp)).eq b d
    have h1 := key b d
    rw [e] at h1
    exact DFunLike.congr_fun (h1.unique (key d b)) a
  simp only [map_add, map_smul, add_apply, smul_apply, smul_eq_mul]
  rw [s23 w w u, s12 w u, s23 u w u]
  ring
```

## (i) One variational parameter

**Task.** For $E=\mathbb R$ and $f_x=0$ along the path, show that
$$V'''=f_{ttt}+3f_{xtt}\,x'+3f_{xxt}\,x'^2+f_{xxx}\,x'^3.$$

**Solution.** Since $(v,0)=v\,(1,0)$, the single condition $f_x=0$ gives stationarity for all $v$, so (g) applies. Write $(x',1)=x'\,(1,0)+(0,1)$ and use (h) with $u=(1,0)$, $w=(0,1)$ and $c=x'$. Each $(1,0)$ in a slot of $D^3f$ is a derivative in $x$, and each $(0,1)$ a derivative in $t$; for example, $D^3f(u,w,w)=f_{xtt}$. The function $f$ need not be a polynomial.

```lean
/-- For one variational parameter with `f_x = 0` along the path,
`V''' = f_ttt + 3 f_xtt x' + 3 f_xxt x'^2 + f_xxx x'^3`. -/
theorem third_derivative_one_parameter {f : ℝ × ℝ → ℝ} {x x' : ℝ → ℝ} {x'' t : ℝ}
    (hf : ContDiff ℝ 3 f) (hs : ∀ s, fderiv ℝ f (x s, s) (1, 0) = 0)
    (hx : ∀ s, HasDerivAt x (x' s) s) (hx' : HasDerivAt x' x'' t) :
    HasDerivAt (deriv (deriv (energy f x)))
      (D3 f (x t, t) (0, 1) (0, 1) (0, 1)
        + 3 * D3 f (x t, t) (1, 0) (0, 1) (0, 1) * x' t
        + 3 * D3 f (x t, t) (1, 0) (1, 0) (0, 1) * x' t ^ 2
        + D3 f (x t, t) (1, 0) (1, 0) (1, 0) * x' t ^ 3) t := by
  have hst : Stationary f x := by
    intro s v
    have e : ((v, 0) : ℝ × ℝ) = v • ((1, 0) : ℝ × ℝ) := by simp
    rw [e, map_smul, hs s, smul_zero]
  have e : ((x' t, 1) : ℝ × ℝ) = x' t • ((1, 0) : ℝ × ℝ) + (0, 1) := by simp
  have h := third_derivative hf hst hx hx'
  rwa [e, D3_expand hf] at h

end

end WignerThirdDerivative
```

```lean
#print axioms WignerThirdDerivative.third_derivative_one_parameter
```

```
'WignerThirdDerivative.third_derivative_one_parameter' depends on axioms: [propext, Classical.choice, Quot.sound]
```
